# Dilating a radial element by h multiplies the best squared polynomial error for r^g by h^(2g+1)

## Elements, trial polynomials and errors

Let $r\ge 0$ be a radial coordinate and $g>0$ a real exponent. An element is an interval $[a,b]$ with $0\le a\le b$, and its trial functions are the real polynomials of degree at most $p$, where $p$ is a natural number. The squared error of a trial polynomial $q$ as an approximation to $r^g$ is

$$J_q(a,b)=\int_a^b\bigl(r^g-q(r)\bigr)^2\,dr ,$$

and the best squared error is the infimum

$$E_p(a,b)=\inf_{\deg q\le p}J_q(a,b).$$

The measure is $dr$, without a factor $r^2$. The zero polynomial belongs to every trial space. All errors below are squared; taking the square root turns a factor $h^{2g+1}$ into $h^{g+1/2}$.

## A fractional power at the nucleus

In the one-electron Dirac problem with a point nucleus of charge $Z$, the radial components of a bound state, normalised with the measure $dr$, start at small $r$ as $r^g$ with $g=\sqrt{\kappa^2-(Z\alpha)^2}$. Here $\kappa$ is the relativistic angular quantum number, $\alpha$ is the fine-structure constant, and $Z\alpha<|\kappa|$. This exponent is in general not an integer, so high derivatives of the function blow up at the origin, and on an element that starts there the best polynomial error falls only algebraically as the degree is raised. A common response is to let the elements shrink towards the nucleus. When one element is a dilated copy of another, the scaling law says how their fitting errors are related, for the leading power $r^g$ alone.

## The scaling law

For $g>0$, $0\le a\le b$, $h>0$ and every $p$,

$$E_p(ha,hb)=h^{2g+1}E_p(a,b).$$

To derive it, dilate the trial polynomial together with the element:

$$(D_hq)(r)=h^g\,q(r/h).$$

This is again a polynomial, of degree no higher than that of $q$. Dilation by $1/h$ gives $(D_{1/h}q)(r)=h^{-g}q(hr)$, so

$$(D_hD_{1/h}q)(r)=h^g\,h^{-g}\,q(h\cdot r/h)=q(r).$$

Every trial polynomial is therefore the dilation of another one, and $D_h$ maps the trial space onto itself.

Now substitute $r=hx$, $dr=h\,dx$. Since $h>0$ and $x\ge0$, $(hx)^g=h^gx^g$, and

$$\begin{aligned}
J_{D_hq}(ha,hb)&=h\int_a^b\bigl((hx)^g-h^gq(x)\bigr)^2dx\\
&=h\cdot h^{2g}\int_a^b\bigl(x^g-q(x)\bigr)^2dx=h^{2g+1}J_q(a,b).
\end{aligned}$$

Because $D_h$ is onto, the infimum on $[ha,hb]$ may be taken over dilated polynomials, and the non-negative factor comes out:

$$E_p(ha,hb)=\inf_q J_{D_hq}(ha,hb)=\inf_q h^{2g+1}J_q(a,b)=h^{2g+1}E_p(a,b).$$

## Layers graded towards the origin

Take $R\ge0$ and a ratio $0<\sigma<1$. Divide $[0,R]$ into the layers $[\sigma^{k+1}R,\sigma^kR]$ for $k=0,\dots,n-1$ and the innermost element $[0,\sigma^nR]$. Write $t=\sigma^{2g+1}$, so that $0<t<1$. Layer $k$ is the outermost layer dilated by $h=\sigma^k$, hence

$$E_p(\sigma^{k+1}R,\sigma^kR)=t^k\,E_p(\sigma R,R).$$

The innermost element is $[0,R]$ dilated by $\sigma^n$, so its best error is $t^nE_p(0,R)$. Adding all contributions and summing the geometric series gives

$$t^nE_p(0,R)+\frac{1-t^n}{1-t}\,E_p(\sigma R,R).$$

For $n=0$ this is the error of the single element $[0,R]$. Suppose that $R>0$ and that $g$ is not a natural number at most $p$, so that both best errors in this formula are positive. Then the first term decays geometrically as layers are added. The second does not: at fixed $p$ and $\sigma$ it grows towards $E_p(\sigma R,R)/(1-t)$. Adding layers thus reduces the error of the innermost element, while the error in the layers can be reduced by a higher degree or a finer subdivision.

## The best constant on an element at the origin

If $g$ is a natural number not exceeding $p$, then $r^g$ is itself a trial function and both sides of the scaling law vanish. The case $p=0$ shows a non-zero error. For a constant $c$ on $[0,1]$,

$$\begin{aligned}
\int_0^1(x^g-c)^2dx&=\frac1{2g+1}-\frac{2c}{g+1}+c^2\\
&=\Bigl(c-\frac1{g+1}\Bigr)^2+\frac1{2g+1}-\frac1{(g+1)^2}\\
&=\Bigl(c-\frac1{g+1}\Bigr)^2+\frac{g^2}{(2g+1)(g+1)^2}.
\end{aligned}$$

The minimum lies at the mean value $c=1/(g+1)$. Dilating $[0,1]$ to $[0,h]$ gives

$$E_0(0,h)=h^{2g+1}\,\frac{g^2}{(2g+1)(g+1)^2}>0 .$$

## The statement in Lean's terms

`Trial p` is the type of real polynomials with `natDegree` at most `p`. `elementError g q a b` is $J_q(a,b)$, with `r ^ g` the real power, and `bestError g p a b` is $E_p(a,b)$, an infimum over `Trial p`. `dilate g h q` is $D_hq$, and `gradedError` is the sum over the $n$ layers and the innermost element.

The main theorem, `bestError_scaling`, has two parts. The first says that for every trial polynomial the squared misfit is integrable on $[ha,hb]$; the choice $h=1$ covers $[a,b]$. It is there because Lean assigns the value zero to the integral of a non-integrable function, and an equation between such values would say nothing about errors. The second part is the scaling law. The hypothesis `hg : 0 < g` serves the first part only.

The model is a single pure power on an interval of the half-line. Each element is fitted independently, with no continuity imposed at the nodes, and the error is that of the function, not of its derivative or of an energy.

## The complete file

```lean
import Mathlib

open Polynomial MeasureTheory

namespace GradedFiniteElements

noncomputable section

/-- The trial space of one element: real polynomials of degree at most `p`. -/
abbrev Trial (p : ℕ) := {q : ℝ[X] // q.natDegree ≤ p}

instance (p : ℕ) : Nonempty (Trial p) := ⟨⟨0, by simp⟩⟩

/-- Squared L² error of the polynomial `q` as an approximation to `r ^ g` on `[a, b]`. -/
def elementError (g : ℝ) (q : ℝ[X]) (a b : ℝ) : ℝ :=
  ∫ r in a..b, (r ^ g - q.eval r) ^ 2

/-- Infimum of the squared L² error on `[a, b]` over polynomials of degree at most `p`. -/
def bestError (g : ℝ) (p : ℕ) (a b : ℝ) : ℝ :=
  ⨅ q : Trial p, elementError g q.1 a b

/-- The dilated polynomial `h ^ g * q (r / h)`. -/
def dilate (g h : ℝ) (q : ℝ[X]) : ℝ[X] :=
  C (h ^ g) * q.comp (C h⁻¹ * X)

/-- Dilation does not raise the polynomial degree. -/
theorem natDegree_dilate_le (g h : ℝ) (q : ℝ[X]) :
    (dilate g h q).natDegree ≤ q.natDegree := by
  have h1 : (C h⁻¹ * X : ℝ[X]).natDegree ≤ 1 :=
    (natDegree_C_mul_le _ _).trans natDegree_X_le
  calc (dilate g h q).natDegree ≤ (q.comp (C h⁻¹ * X)).natDegree := natDegree_C_mul_le _ _
    _ ≤ q.natDegree * (C h⁻¹ * X : ℝ[X]).natDegree := natDegree_comp_le
    _ ≤ q.natDegree * 1 := Nat.mul_le_mul_left _ h1
    _ = q.natDegree := mul_one _

/-- Dilation by `h` undoes dilation by `1 / h`. -/
theorem dilate_dilate_inv (g : ℝ) {h : ℝ} (hh : 0 < h) (q : ℝ[X]) :
    dilate g h (dilate g h⁻¹ q) = q := by
  apply Polynomial.funext
  intro x
  have h1 : h ^ g * h⁻¹ ^ g = 1 := by
    rw [← Real.mul_rpow hh.le (inv_nonneg.2 hh.le), mul_inv_cancel₀ hh.ne', Real.one_rpow]
  have h2 : h⁻¹⁻¹ * (h⁻¹ * x) = x := by
    rw [inv_inv, ← mul_assoc, mul_inv_cancel₀ hh.ne', one_mul]
  simp only [dilate, eval_mul, eval_C, eval_comp, eval_X]
  rw [h2, ← mul_assoc, h1, one_mul]

/-- Dilating the element and the trial polynomial together multiplies the squared error
by `h ^ (2 * g + 1)`. -/
theorem elementError_dilate (g : ℝ) {a b h : ℝ} (ha : 0 ≤ a) (hab : a ≤ b) (hh : 0 < h)
    (q : ℝ[X]) :
    elementError g (dilate g h q) (h * a) (h * b)
      = h ^ (2 * g + 1) * elementError g q a b := by
  -- the substitution r = h x
  have sub : ∫ r in (h * a)..(h * b), (r ^ g - (dilate g h q).eval r) ^ 2
      = h * ∫ x in a..b, ((h * x) ^ g - (dilate g h q).eval (h * x)) ^ 2 :=
    (intervalIntegral.mul_integral_comp_mul_left (a := a) (b := b)
      (f := fun r => (r ^ g - (dilate g h q).eval r) ^ 2) h).symm
  -- homogeneity of the integrand
  have key : ∫ x in a..b, ((h * x) ^ g - (dilate g h q).eval (h * x)) ^ 2
      = h ^ (2 * g) * ∫ x in a..b, (x ^ g - q.eval x) ^ 2 := by
    rw [← intervalIntegral.integral_const_mul]
    apply intervalIntegral.integral_congr
    intro x hx
    rw [Set.uIcc_of_le hab] at hx
    have hx0 : 0 ≤ x := ha.trans hx.1
    have e : h⁻¹ * (h * x) = x := by
      rw [← mul_assoc, inv_mul_cancel₀ hh.ne', one_mul]
    have e2 : h ^ (2 * g) = h ^ g * h ^ g := by rw [two_mul, Real.rpow_add hh]
    simp only [dilate, eval_mul, eval_C, eval_comp, eval_X, e, e2, Real.mul_rpow hh.le hx0]
    ring
  unfold elementError
  rw [sub, key, Real.rpow_add hh, Real.rpow_one]
  ring

/-- Scaling law: all error integrals on `[h a, h b]` exist, and the best squared error there
is `h ^ (2 * g + 1)` times the best squared error on `[a, b]`. -/
theorem bestError_scaling {g a b h : ℝ} (p : ℕ) (hg : 0 < g) (ha : 0 ≤ a) (hab : a ≤ b)
    (hh : 0 < h) :
    (∀ q : Trial p, IntervalIntegrable (fun r : ℝ => (r ^ g - q.1.eval r) ^ 2)
      volume (h * a) (h * b)) ∧
    bestError g p (h * a) (h * b) = h ^ (2 * g + 1) * bestError g p a b := by
  constructor
  · intro q
    have k : Continuous fun r : ℝ => r ^ g :=
      continuous_id.rpow_const fun _ => Or.inr hg.le
    exact ((k.sub q.1.continuous).pow 2).intervalIntegrable _ _
  · unfold bestError
    rw [Real.mul_iInf_of_nonneg (Real.rpow_nonneg hh.le _)]
    symm
    -- dilation maps the trial space onto itself
    refine Function.Surjective.iInf_congr
      (fun q : Trial p => (⟨dilate g h q.1, (natDegree_dilate_le g h q.1).trans q.2⟩ : Trial p))
      ?_ (fun q => elementError_dilate g ha hab hh q.1)
    intro q
    exact ⟨⟨dilate g h⁻¹ q.1, (natDegree_dilate_le g h⁻¹ q.1).trans q.2⟩,
      Subtype.ext (dilate_dilate_inv g hh q.1)⟩

/-- On a mesh graded with ratio `σ`, the best squared error of layer `k` is
`(σ ^ (2 * g + 1)) ^ k` times that of the outermost layer. -/
theorem bestError_layer {g σ R : ℝ} (p k : ℕ) (hg : 0 < g) (hσ : 0 < σ) (hσ1 : σ ≤ 1)
    (hR : 0 ≤ R) :
    bestError g p (σ ^ (k + 1) * R) (σ ^ k * R)
      = (σ ^ (2 * g + 1)) ^ k * bestError g p (σ * R) R := by
  have e : (σ ^ k) ^ (2 * g + 1) = (σ ^ (2 * g + 1)) ^ k := by
    rw [← Real.rpow_natCast σ k, ← Real.rpow_natCast (σ ^ (2 * g + 1)) k,
      ← Real.rpow_mul hσ.le, ← Real.rpow_mul hσ.le, mul_comm]
  have m := (bestError_scaling p hg (mul_nonneg hσ.le hR)
    (mul_le_of_le_one_left hR hσ1) (pow_pos hσ k)).2
  rw [pow_succ, mul_assoc, m, e]

/-- Sum of the best squared errors over `n` graded layers of `[0, R]` and the innermost
element `[0, σ ^ n * R]`. -/
def gradedError (g : ℝ) (p : ℕ) (σ R : ℝ) (n : ℕ) : ℝ :=
  bestError g p 0 (σ ^ n * R)
    + ∑ k ∈ Finset.range n, bestError g p (σ ^ (k + 1) * R) (σ ^ k * R)

/-- The total squared error of independent best fits on the graded mesh is a geometrically
decaying innermost term plus a finite geometric series from the layers. -/
theorem gradedError_eq {g σ R : ℝ} (p n : ℕ) (hg : 0 < g) (hσ : 0 < σ) (hσ1 : σ < 1)
    (hR : 0 ≤ R) :
    gradedError g p σ R n = (σ ^ (2 * g + 1)) ^ n * bestError g p 0 R
      + (1 - (σ ^ (2 * g + 1)) ^ n) / (1 - σ ^ (2 * g + 1)) * bestError g p (σ * R) R := by
  have ht : σ ^ (2 * g + 1) ≠ 1 :=
    (Real.rpow_lt_one hσ.le hσ1 (by positivity)).ne
  have e : (σ ^ n) ^ (2 * g + 1) = (σ ^ (2 * g + 1)) ^ n := by
    rw [← Real.rpow_natCast σ n, ← Real.rpow_natCast (σ ^ (2 * g + 1)) n,
      ← Real.rpow_mul hσ.le, ← Real.rpow_mul hσ.le, mul_comm]
  have m := (bestError_scaling p hg le_rfl hR (pow_pos hσ n)).2
  rw [mul_zero, e] at m
  unfold gradedError
  rw [m, Finset.sum_congr rfl fun k _ => bestError_layer p k hg hσ hσ1.le hR,
    ← Finset.sum_mul, geom_sum_eq ht, ← neg_div_neg_eq, neg_sub, neg_sub]

/-- Squared error of the constant `c` on `[0, 1]`, with the square completed in `c`. -/
theorem elementError_const {g : ℝ} (hg : 0 < g) (c : ℝ) :
    elementError g (C c) 0 1
      = (c - 1 / (g + 1)) ^ 2 + g ^ 2 / ((2 * g + 1) * (g + 1) ^ 2) := by
  have k1 : Continuous fun x : ℝ => x ^ (g + g) :=
    continuous_id.rpow_const fun _ => Or.inr (by positivity)
  have k2 : Continuous fun x : ℝ => x ^ g :=
    continuous_id.rpow_const fun _ => Or.inr hg.le
  have i (s : ℝ) (hs : 0 < s) : ∫ x in (0 : ℝ)..1, x ^ s = 1 / (s + 1) := by
    rw [integral_rpow (Or.inl (by linarith)), Real.one_rpow,
      Real.zero_rpow (by positivity), sub_zero]
  have c1 : IntervalIntegrable (fun x : ℝ => x ^ (g + g)) volume 0 1 :=
    k1.intervalIntegrable _ _
  have c2 : IntervalIntegrable (fun x : ℝ => 2 * c * x ^ g) volume 0 1 :=
    (continuous_const.mul k2).intervalIntegrable _ _
  have c3 : IntervalIntegrable (fun x : ℝ => x ^ (g + g) - 2 * c * x ^ g) volume 0 1 :=
    (k1.sub (continuous_const.mul k2)).intervalIntegrable _ _
  have c4 : IntervalIntegrable (fun _ : ℝ => c ^ 2) volume 0 1 :=
    continuous_const.intervalIntegrable _ _
  -- expand the square under the integral
  have ex : elementError g (C c) 0 1
      = ∫ x in (0 : ℝ)..1, ((x ^ (g + g) - 2 * c * x ^ g) + c ^ 2) := by
    apply intervalIntegral.integral_congr
    intro x hx
    rw [Set.uIcc_of_le zero_le_one] at hx
    simp only [eval_C, Real.rpow_add_of_nonneg hx.1 hg.le hg.le]
    ring
  rw [ex, intervalIntegral.integral_add c3 c4, intervalIntegral.integral_sub c1 c2,
    intervalIntegral.integral_const_mul, i _ (by positivity), i g hg,
    intervalIntegral.integral_const, sub_zero, one_smul, ← two_mul]
  have n1 : 2 * g + 1 ≠ 0 := by positivity
  have n2 : g + 1 ≠ 0 := by positivity
  field_simp
  ring

/-- The best squared error of a constant approximation to `r ^ g` on `[0, h]`, in closed form. -/
theorem bestError_const {g h : ℝ} (hg : 0 < g) (hh : 0 < h) :
    bestError g 0 0 h = h ^ (2 * g + 1) * (g ^ 2 / ((2 * g + 1) * (g + 1) ^ 2)) := by
  have unit : bestError g 0 0 1 = g ^ 2 / ((2 * g + 1) * (g + 1) ^ 2) := by
    apply le_antisymm
    · have bdd : BddBelow (Set.range fun q : Trial 0 => elementError g q.1 0 1) := by
        refine ⟨0, ?_⟩
        rintro _ ⟨q, rfl⟩
        exact intervalIntegral.integral_nonneg zero_le_one fun x _ => sq_nonneg _
      -- the mean value 1 / (g + 1) is the optimal constant
      have l := ciInf_le bdd ⟨C (1 / (g + 1)), (natDegree_C _).le⟩
      have v := elementError_const hg (1 / (g + 1))
      rw [sub_self, zero_pow two_ne_zero, zero_add] at v
      exact l.trans v.le
    · refine le_ciInf fun q => ?_
      rw [eq_C_of_natDegree_le_zero q.2, elementError_const hg]
      exact le_add_of_nonneg_left (sq_nonneg _)
  have m := (bestError_scaling 0 hg le_rfl zero_le_one hh).2
  rwa [mul_zero, mul_one, unit] at m

end

end GradedFiniteElements
```

```lean
#print axioms GradedFiniteElements.elementError_dilate
#print axioms GradedFiniteElements.gradedError_eq
#print axioms GradedFiniteElements.bestError_const
```

```
'GradedFiniteElements.elementError_dilate' depends on axioms: [propext, Classical.choice, Quot.sound]
'GradedFiniteElements.gradedError_eq' depends on axioms: [propext, Classical.choice, Quot.sound]
'GradedFiniteElements.bestError_const' depends on axioms: [propext, Classical.choice, Quot.sound]
```

## How the proof follows the substitution

`natDegree_dilate_le` bounds the degree of $D_hq$: composing with a polynomial of degree at most one does not raise the degree, and neither does multiplying by a constant. `dilate_dilate_inv` proves $D_hD_{1/h}q=q$. It uses `Polynomial.funext`, by which two real polynomials with the same value at every point are equal, and then cancels $h^g$ against $h^{-g}$.

`elementError_dilate` is the calculation for one polynomial. Its step `sub` is the change of variables $r=hx$. Its step `key` takes $h^{2g}$ out of the integral: `intervalIntegral.integral_congr` reduces the claim to points $x\in[a,b]$, where $x\ge0$ justifies $(hx)^g=h^gx^g$ through `Real.mul_rpow`. The last lines combine $h$ and $h^{2g}$ into $h^{2g+1}$.

In `bestError_scaling`, integrability follows from continuity, since $r^g$ is continuous for $g>0$, also at the origin. For the equation, `Real.mul_iInf_of_nonneg` moves the factor inside the infimum, and `Function.Surjective.iInf_congr` identifies the two infima. The latter needs dilation to be onto, and the proof supplies $D_{1/h}q$ as the preimage of $q$.

`bestError_layer` applies the law with $h=\sigma^k$ and rewrites $(\sigma^k)^{2g+1}$ as $(\sigma^{2g+1})^k$. `gradedError_eq` does the same for the innermost element with $h=\sigma^n$, replaces each layer by its scaled value and sums with `geom_sum_eq`. That formula requires $t\ne1$, which is the step `ht` and follows from $\sigma<1$.

`elementError_const` expands the square, integrates term by term and completes the square in $c$; `field_simp` and `ring` do the final algebra. `bestError_const` first finds the infimum on $[0,1]$ from two inequalities. The constant $1/(g+1)$ gives the upper bound. For the lower bound, every polynomial of degree zero is a constant, and the completed square is non-negative. The scaling law then carries the value to $[0,h]$.
